# Cyclic correction of linear constraints never increases the distance to a solution

In molecular dynamics with rigid bonds, a step taken without the constraint forces generally leaves positions and velocities that violate the constraints. SHAKE repairs the positions, and RATTLE repairs both, one constraint at a time in repeated cycles. Two bonds that share an atom are coupled, so correcting the second generally spoils the first, and it is not obvious that anything improves from sweep to sweep. For linear constraints with a common solution, plain corrections never increase the mass-weighted distance to any such solution. Full SHAKE treats nonlinear bond-length constraints, and only fixed linear constraints are treated here.

## Derivation by hand

Let $E$ be a real inner-product space. A constraint is $\langle g,x\rangle=c$ with $g\neq0$, its violation is $\sigma(x)=\langle g,x\rangle-c$, and its correction is
$$x'=x-t\,g,\qquad t=\frac{\omega\,\sigma(x)}{\|g\|^2},$$
where $\omega=1$ is the plain rule. With the mass-weighted product $\langle u,v\rangle=u^{T}Mv$, where $M$ is the diagonal matrix of the atomic masses, a constraint $a^{T}x=c$ has $g=M^{-1}a$ and $\|g\|^2=a^{T}M^{-1}a$. This describes the velocity stage of RATTLE at fixed positions, where the constraints are linear with $c=0$, and the position stage only when it is linearised with frozen gradients.

The violation after the correction is
$$\sigma(x')=\sigma(x)-t\|g\|^2=(1-\omega)\,\sigma(x).$$
Let $y$ satisfy the constraint. Then $\langle x-y,g\rangle=\langle g,x\rangle-c=\sigma(x)$, and
$$\|x'-y\|^2=\|x-y\|^2-2t\sigma+t^2\|g\|^2=\|x-y\|^2-\omega(2-\omega)\frac{\sigma^2}{\|g\|^2},$$
because $-2t\sigma+t^2\|g\|^2=(-2\omega+\omega^2)\,\sigma^2/\|g\|^2$.

A sweep $S$ corrects constraints $1,\dots,N$ in order, passing through $x_0=x,x_1,\dots,x_N=Sx$. If $y$ satisfies all of them, the identity holds at each stage, and adding the stages gives
$$\|Sx-y\|^2=\|x-y\|^2-\omega(2-\omega)D(x),\qquad D(x)=\sum_{j=1}^{N}\frac{\sigma_j(x_{j-1})^2}{\|g_j\|^2}\ge0 .$$
For $0\le\omega\le2$ the prefactor is nonnegative, so $\|Sz-y\|\le\|z-y\|$ for every $z$. Taking $z=S^kx$ for $k=m,\dots,n-1$ yields
$$\|S^nx-y\|\le\|S^mx-y\|\qquad(m\le n).$$
Adding the sweep identity over $n$ sweeps gives
$$\|S^nx-y\|^2=\|x-y\|^2-\omega(2-\omega)\sum_{k<n}D(S^kx).$$
The left side is nonnegative, so for $0<\omega<2$ the partial sums are bounded by $\|x-y\|^2/[\omega(2-\omega)]$, the series converges, and $D(S^kx)\to0$.

The hypothesis on $y$ is needed. On the line with the single constraint $x=0$, a plain correction moves the starting point $1$ to $0$, so the distance to $y=1$, which violates the constraint, rises from $0$ to $1$. For the incompatible pair $x=0$, $x=1$, every plain sweep after the first has $D=2$.

## Formal development

In Lean 4 with Mathlib:

```lean
import Mathlib

open Filter Topology

namespace ShakeSweeps

noncomputable section
```

A constraint carries its gradient, its target value, and the condition `g ≠ 0`.

```lean
/-- A linear constraint `⟨g, x⟩ = c` with a nonzero gradient `g` and target value `c`. -/
structure LinearConstraint (E : Type*) [NormedAddCommGroup E] where
  /-- The constraint gradient. -/
  g : E
  /-- The target value. -/
  c : ℝ
  /-- The gradient does not vanish. -/
  g_ne_zero : g ≠ 0
```

The space `E` is any real inner-product space, with neither finite dimension nor completeness assumed. Masses enter only through the choice of inner product, and `g` is the gradient with respect to that product.

```lean
variable {E : Type*} [NormedAddCommGroup E] [InnerProductSpace ℝ E]

/-- The point `x` satisfies the constraint when `⟨g, x⟩ = c`. -/
def LinearConstraint.Satisfies (K : LinearConstraint E) (x : E) : Prop :=
  inner ℝ K.g x = K.c

/-- The constraint violation `σ(x) = ⟨g, x⟩ - c`. -/
def LinearConstraint.violation (K : LinearConstraint E) (x : E) : ℝ :=
  inner ℝ K.g x - K.c

/-- The correction `x ↦ x - ω σ(x) g / ‖g‖²` along the constraint gradient with relaxation
factor `ω`; the plain (unrelaxed) correction is `ω = 1`. -/
def LinearConstraint.correct (K : LinearConstraint E) (ω : ℝ) (x : E) : E :=
  x - (ω * K.violation x / ‖K.g‖ ^ 2) • K.g
```

A sweep is defined by recursion on a list of constraints, head first. The list fixes the order and may contain repeated or linearly dependent constraints. The defect $D$ follows the same recursion.

```lean
/-- One sweep: the corrections of a finite list of constraints applied in order. -/
def sweep (ω : ℝ) : List (LinearConstraint E) → E → E
  | [], x => x
  | K :: L, x => sweep ω L (K.correct ω x)

/-- The sweep defect: the sum of `σ² / ‖g‖²` over the constraints of a sweep, each violation
taken at the point reached just before that constraint is corrected. -/
def sweepDefect (ω : ℝ) : List (LinearConstraint E) → E → ℝ
  | [], _ => 0
  | K :: L, x => K.violation x ^ 2 / ‖K.g‖ ^ 2 + sweepDefect ω L (K.correct ω x)
```

The factor $1-\omega$ comes from `h`, the violation after a step of arbitrary length $t$, and `h2`, which evaluates $t\|g\|^2=\omega\sigma$.

```lean
/-- A correction multiplies the violation of its own constraint by `1 - ω`. -/
theorem violation_correct (K : LinearConstraint E) (ω : ℝ) (x : E) :
    K.violation (K.correct ω x) = (1 - ω) * K.violation x := by
  have hg : ‖K.g‖ ≠ 0 := norm_ne_zero_iff.mpr K.g_ne_zero
  have h : ∀ t : ℝ, K.violation (x - t • K.g) = K.violation x - t * ‖K.g‖ ^ 2 := by
    intro t
    unfold LinearConstraint.violation
    rw [inner_sub_right, real_inner_smul_right, real_inner_self_eq_norm_sq]
    ring
  have h2 : ω * K.violation x / ‖K.g‖ ^ 2 * ‖K.g‖ ^ 2 = ω * K.violation x := by
    field_simp
  unfold LinearConstraint.correct
  rw [h, h2]
  ring
```

In the identity for one correction, `hr` is $\langle x-y,g\rangle=\sigma(x)$, `h` expands the square with `norm_sub_sq_real`, and `alg` collects the terms into $\omega(2-\omega)$.

```lean
/-- A correction changes the squared distance to a point `y` satisfying the constraint by
exactly `-ω (2 - ω) σ(x)² / ‖g‖²`. -/
theorem norm_sq_correct_sub (K : LinearConstraint E) (ω : ℝ) {y : E} (hy : K.Satisfies y)
    (x : E) :
    ‖K.correct ω x - y‖ ^ 2
      = ‖x - y‖ ^ 2 - ω * (2 - ω) * (K.violation x ^ 2 / ‖K.g‖ ^ 2) := by
  have hg : ‖K.g‖ ^ 2 ≠ 0 := pow_ne_zero 2 (norm_ne_zero_iff.mpr K.g_ne_zero)
  have hy' : inner ℝ K.g y = K.c := hy
  -- the inner product of the error with the gradient is the violation
  have hr : inner ℝ (x - y) K.g = K.violation x :=
    calc inner ℝ (x - y) K.g = inner ℝ K.g (x - y) := real_inner_comm _ _
      _ = inner ℝ K.g x - inner ℝ K.g y := inner_sub_right _ _ _
      _ = K.violation x := by simp only [LinearConstraint.violation, hy']
  -- expand the square for an arbitrary step length
  have h : ∀ t : ℝ, ‖x - t • K.g - y‖ ^ 2
      = ‖x - y‖ ^ 2 - 2 * t * K.violation x + t ^ 2 * ‖K.g‖ ^ 2 := by
    intro t
    have e : x - t • K.g - y = (x - y) - t • K.g := by abel
    rw [e, norm_sub_sq_real (x - y) (t • K.g), real_inner_smul_right, hr, norm_smul, mul_pow,
      Real.norm_eq_abs, sq_abs]
    ring
  have alg : ∀ a r n : ℝ, n ≠ 0 →
      a - 2 * (ω * r / n) * r + (ω * r / n) ^ 2 * n = a - ω * (2 - ω) * (r ^ 2 / n) := by
    intro a r n hn
    field_simp
    ring
  unfold LinearConstraint.correct
  rw [h]
  exact alg _ _ _ hg
```

For $\omega<0$ or $\omega>2$ the prefactor is negative. A single correction of a violated constraint then moves $x$ strictly away from every point satisfying that constraint.

```lean
/-- For `ω < 0` or `ω > 2`, correcting a violated constraint strictly increases the distance
to every point that satisfies it. -/
theorem dist_lt_correct (K : LinearConstraint E) {ω : ℝ} (hω : ω < 0 ∨ 2 < ω) {x y : E}
    (hy : K.Satisfies y) (hx : ¬ K.Satisfies x) :
    ‖x - y‖ < ‖K.correct ω x - y‖ := by
  have hsat : K.Satisfies x ↔ K.violation x = 0 := by
    unfold LinearConstraint.Satisfies LinearConstraint.violation
    exact sub_eq_zero.symm
  have hv : K.violation x ≠ 0 := fun h => hx (hsat.mpr h)
  have hpos : 0 < K.violation x ^ 2 / ‖K.g‖ ^ 2 :=
    div_pos (lt_of_le_of_ne (sq_nonneg _) (pow_ne_zero 2 hv).symm)
      (pow_pos (norm_pos_iff.mpr K.g_ne_zero) 2)
  have hneg : ω * (2 - ω) < 0 := by
    rcases hω with h | h <;> nlinarith
  have hsq : ‖x - y‖ ^ 2 < ‖K.correct ω x - y‖ ^ 2 := by
    have h1 := norm_sq_correct_sub K ω hy x
    have h2 := mul_neg_of_neg_of_pos hneg hpos
    linarith
  have h := sq_lt_sq.mp hsq
  rwa [abs_norm, abs_norm] at h
```

The sum over stages becomes induction on the list. The clause `generalizing x` allows the hypothesis to be applied at the corrected point `K.correct ω x`, and `h1` and `h2` combine into the sweep identity, which holds for all real $\omega$.

```lean
/-- The sweep defect is nonnegative. -/
theorem sweepDefect_nonneg (ω : ℝ) (L : List (LinearConstraint E)) (x : E) :
    0 ≤ sweepDefect ω L x := by
  induction L generalizing x with
  | nil => simp [sweepDefect]
  | cons K L ih =>
    simp only [sweepDefect]
    exact add_nonneg (by positivity) (ih _)

/-- A sweep changes the squared distance to a point satisfying all constraints by exactly
`-ω (2 - ω)` times the sweep defect. -/
theorem norm_sq_sweep_sub (ω : ℝ) (L : List (LinearConstraint E)) {y : E}
    (hy : ∀ K ∈ L, K.Satisfies y) (x : E) :
    ‖sweep ω L x - y‖ ^ 2 = ‖x - y‖ ^ 2 - ω * (2 - ω) * sweepDefect ω L x := by
  induction L generalizing x with
  | nil => simp [sweep, sweepDefect]
  | cons K L ih =>
    -- the remaining constraints, started from the corrected point
    have h1 : ‖sweep ω L (K.correct ω x) - y‖ ^ 2
        = ‖K.correct ω x - y‖ ^ 2 - ω * (2 - ω) * sweepDefect ω L (K.correct ω x) := by
      apply ih
      intro K' hK'
      exact hy K' (List.mem_cons_of_mem _ hK')
    have h2 := norm_sq_correct_sub K ω (hy K (by simp)) x
    simp only [sweep, sweepDefect]
    rw [h1, h2]
    ring
```

The main theorem takes $0\le\omega\le2$, a list `L`, a point `y` with `∀ K ∈ L, K.Satisfies y`, any start `x`, and $m\le n$. The term `(sweep ω L)^[n] x` is $S^nx$. The common solution is assumed, not derived. In the proof, `step` is the one-sweep inequality and `antitone_nat_of_succ_le` chains it from $m$ to $n$.

```lean
/-- For `0 ≤ ω ≤ 2`, the distance to a point satisfying all constraints after `n` sweeps is at
most the distance after `m ≤ n` sweeps. -/
theorem relaxed_sweeps_dist_le {ω : ℝ} (h0 : 0 ≤ ω) (h2 : ω ≤ 2)
    (L : List (LinearConstraint E)) {y : E} (hy : ∀ K ∈ L, K.Satisfies y) (x : E)
    {m n : ℕ} (hmn : m ≤ n) :
    ‖(sweep ω L)^[n] x - y‖ ≤ ‖(sweep ω L)^[m] x - y‖ := by
  -- a single sweep does not increase the distance
  have step : ∀ z : E, ‖sweep ω L z - y‖ ≤ ‖z - y‖ := by
    intro z
    have h1 := norm_sq_sweep_sub ω L hy z
    have h3 : 0 ≤ ω * (2 - ω) * sweepDefect ω L z :=
      mul_nonneg (mul_nonneg h0 (by linarith)) (sweepDefect_nonneg ω L z)
    have hsq : ‖sweep ω L z - y‖ ^ 2 ≤ ‖z - y‖ ^ 2 := by linarith
    have h := sq_le_sq.mp hsq
    rwa [abs_norm, abs_norm] at h
  have anti : Antitone fun k : ℕ => ‖(sweep ω L)^[k] x - y‖ := by
    apply antitone_nat_of_succ_le
    intro k
    show ‖(sweep ω L)^[k + 1] x - y‖ ≤ ‖(sweep ω L)^[k] x - y‖
    rw [Function.iterate_succ_apply']
    exact step _
  exact anti hmn
```

Setting $\omega=1$ gives the plain rule, and $m=0$ compares with the starting point. For RATTLE velocities, $y=0$ satisfies all constraints and $\|v\|^2$ is twice the kinetic energy, so in this linear setting sweeps do not raise the kinetic energy.

```lean
/-- Cyclic plain corrections `x ↦ x - σ(x) g / ‖g‖²`: the distance to a point satisfying all
constraints after `n` sweeps is at most the distance after `m ≤ n` sweeps. -/
theorem shake_sweeps_dist_le (L : List (LinearConstraint E)) {y : E}
    (hy : ∀ K ∈ L, K.Satisfies y) (x : E) {m n : ℕ} (hmn : m ≤ n) :
    ‖(sweep 1 L)^[n] x - y‖ ≤ ‖(sweep 1 L)^[m] x - y‖ :=
  relaxed_sweeps_dist_le zero_le_one one_le_two L hy x hmn
```

The defect vanishes exactly when the starting point satisfies every constraint. A vanishing sum of nonnegative terms forces the first violation to zero, `hfix` then leaves the point in place, and the induction continues from the same `x`.

```lean
/-- The sweep defect vanishes exactly when the starting point satisfies all constraints. -/
theorem sweepDefect_eq_zero_iff (ω : ℝ) (L : List (LinearConstraint E)) (x : E) :
    sweepDefect ω L x = 0 ↔ ∀ K ∈ L, K.Satisfies x := by
  induction L generalizing x with
  | nil => simp [sweepDefect]
  | cons K L ih =>
    have hg : ‖K.g‖ ≠ 0 := norm_ne_zero_iff.mpr K.g_ne_zero
    have hsat : K.Satisfies x ↔ K.violation x = 0 := by
      unfold LinearConstraint.Satisfies LinearConstraint.violation
      exact sub_eq_zero.symm
    -- a satisfied constraint leaves the point where it is
    have hfix : K.violation x = 0 → K.correct ω x = x := by
      intro h
      simp [LinearConstraint.correct, h]
    simp only [sweepDefect, List.forall_mem_cons]
    constructor
    · intro h
      have h1 : 0 ≤ K.violation x ^ 2 / ‖K.g‖ ^ 2 := by positivity
      have h2 := sweepDefect_nonneg ω L (K.correct ω x)
      have h3 : K.violation x ^ 2 / ‖K.g‖ ^ 2 = 0 := by linarith
      have hv : K.violation x = 0 := by
        rcases div_eq_zero_iff.mp h3 with h4 | h4
        · exact (pow_eq_zero_iff two_ne_zero).mp h4
        · exact absurd h4 (pow_ne_zero 2 hg)
      have h5 : sweepDefect ω L (K.correct ω x) = 0 := by linarith
      rw [hfix hv] at h5
      exact ⟨hsat.mpr hv, (ih x).mp h5⟩
    · rintro ⟨hK, hL⟩
      have hv := hsat.mp hK
      rw [hfix hv, (ih x).mpr hL, hv]
      simp
```

For $0<\omega<2$ the prefactor is positive, so a sweep preserves the distance only from a point that already satisfies all constraints.

```lean
/-- For `0 < ω < 2`, a sweep leaves the distance to a point satisfying all constraints
unchanged exactly when the starting point itself satisfies all constraints. -/
theorem sweep_dist_eq_iff {ω : ℝ} (h0 : 0 < ω) (h2 : ω < 2)
    (L : List (LinearConstraint E)) {y : E} (hy : ∀ K ∈ L, K.Satisfies y) (x : E) :
    ‖sweep ω L x - y‖ = ‖x - y‖ ↔ ∀ K ∈ L, K.Satisfies x := by
  have h := norm_sq_sweep_sub ω L hy x
  have hc : 0 < ω * (2 - ω) := mul_pos h0 (by linarith)
  constructor
  · intro he
    rw [he] at h
    have hz : ω * (2 - ω) * sweepDefect ω L x = 0 := by linarith
    exact (sweepDefect_eq_zero_iff ω L x).mp ((mul_eq_zero.mp hz).resolve_left hc.ne')
  · intro hx
    rw [(sweepDefect_eq_zero_iff ω L x).mpr hx, mul_zero, sub_zero] at h
    exact (sq_eq_sq₀ (norm_nonneg _) (norm_nonneg _)).mp h
```

The telescoped identity is an induction on $n$. The bound `hb` on the partial sums gives summability, and the terms of a convergent series tend to zero. Convergence of the iterates $S^kx$ themselves, their limit, and any rate are left unproved here.

```lean
/-- After `n` sweeps the squared distance to a point satisfying all constraints equals the
initial one minus `ω (2 - ω)` times the sum of the defects of the `n` sweeps. -/
theorem norm_sq_iterate_sweep_sub (ω : ℝ) (L : List (LinearConstraint E)) {y : E}
    (hy : ∀ K ∈ L, K.Satisfies y) (x : E) (n : ℕ) :
    ‖(sweep ω L)^[n] x - y‖ ^ 2 = ‖x - y‖ ^ 2
      - ω * (2 - ω) * ∑ k ∈ Finset.range n, sweepDefect ω L ((sweep ω L)^[k] x) := by
  induction n with
  | zero => simp
  | succ n ih =>
    rw [Function.iterate_succ_apply', norm_sq_sweep_sub ω L hy ((sweep ω L)^[n] x), ih,
      Finset.sum_range_succ]
    ring

/-- For `0 < ω < 2` and constraints with a common solution, the sweep defect tends to zero as
the number of completed sweeps grows. -/
theorem sweepDefect_tendsto_zero {ω : ℝ} (h0 : 0 < ω) (h2 : ω < 2)
    (L : List (LinearConstraint E)) {y : E} (hy : ∀ K ∈ L, K.Satisfies y) (x : E) :
    Tendsto (fun k : ℕ => sweepDefect ω L ((sweep ω L)^[k] x)) atTop (𝓝 0) := by
  have hc : 0 < ω * (2 - ω) := mul_pos h0 (by linarith)
  -- the accumulated defect is bounded by the initial squared distance divided by ω (2 - ω)
  have hb : ∀ n : ℕ, ∑ k ∈ Finset.range n, sweepDefect ω L ((sweep ω L)^[k] x)
      ≤ ‖x - y‖ ^ 2 / (ω * (2 - ω)) := by
    intro n
    have h1 := norm_sq_iterate_sweep_sub ω L hy x n
    have h3 := sq_nonneg ‖(sweep ω L)^[n] x - y‖
    rw [le_div_iff₀ hc]
    linarith
  have hs : Summable fun k : ℕ => sweepDefect ω L ((sweep ω L)^[k] x) :=
    summable_of_sum_range_le (fun k => sweepDefect_nonneg _ _ _) hb
  exact hs.tendsto_atTop_zero
```

The planar example has the constraints $x_0=1$ and $x_0+x_1=3$, where $x_0$ and $x_1$ now denote the two coordinates of a point, not the stages of a sweep.

```lean
/-- The Euclidean plane. -/
abbrev Plane : Type := EuclideanSpace ℝ (Fin 2)

/-- The planar constraint `x₀ = 1`. -/
def planeConstraint₁ : LinearConstraint Plane :=
  ⟨!₂[1, 0], 1, by
    intro h
    have h0 := congrArg (fun v : Plane => v 0) h
    simp at h0⟩

/-- The planar constraint `x₀ + x₁ = 3`. -/
def planeConstraint₂ : LinearConstraint Plane :=
  ⟨!₂[1, 1], 3, by
    intro h
    have h0 := congrArg (fun v : Plane => v 0) h
    simp at h0⟩
```

Both hold at $(1,2)$. From the origin, the first correction has $\sigma=-1$, $\|g\|^2=1$ and reaches $(1,0)$; the second has $\sigma=-2$, $\|g\|^2=2$ and reaches $(2,1)$, which violates the first constraint. By hand, $D=1+2=3$, and the squared distance to $(1,2)$ falls from $5$ to $2$.

```lean
/-- The point `(1, 2)` satisfies both planar constraints, while one plain sweep takes the
origin to `(2, 1)`, which violates the first constraint. -/
theorem sweep_witness :
    planeConstraint₁.Satisfies !₂[1, 2] ∧ planeConstraint₂.Satisfies !₂[1, 2] ∧
      sweep 1 [planeConstraint₁, planeConstraint₂] !₂[0, 0] = !₂[2, 1] ∧
      ¬ planeConstraint₁.Satisfies !₂[2, 1] := by
  have hin : ∀ a b c d : ℝ,
      inner ℝ (!₂[a, b] : Plane) (!₂[c, d] : Plane) = a * c + b * d := by
    intro a b c d
    simp [PiLp.inner_apply, Fin.sum_univ_two]
    ring
  have hn : ∀ a b : ℝ, ‖(!₂[a, b] : Plane)‖ ^ 2 = a * a + b * b := fun a b =>
    (real_inner_self_eq_norm_sq _).symm.trans (hin a b a b)
  have hn1 : ‖planeConstraint₁.g‖ ^ 2 = 1 := (hn 1 0).trans (by norm_num)
  have hn2 : ‖planeConstraint₂.g‖ ^ 2 = 2 := (hn 1 1).trans (by norm_num)
  have hv1 : planeConstraint₁.violation !₂[0, 0] = -1 := by
    have h : planeConstraint₁.violation !₂[0, 0]
        = inner ℝ (!₂[1, 0] : Plane) (!₂[0, 0] : Plane) - 1 := rfl
    rw [h, hin]
    norm_num
  have hv2 : planeConstraint₂.violation !₂[1, 0] = -2 := by
    have h : planeConstraint₂.violation !₂[1, 0]
        = inner ℝ (!₂[1, 1] : Plane) (!₂[1, 0] : Plane) - 3 := rfl
    rw [h, hin]
    norm_num
  -- first correction: (0, 0) goes to (1, 0)
  have h1 : planeConstraint₁.correct 1 !₂[0, 0] = !₂[1, 0] := by
    have e : planeConstraint₁.correct 1 !₂[0, 0] = (!₂[0, 0] : Plane)
        - (1 * planeConstraint₁.violation !₂[0, 0] / ‖planeConstraint₁.g‖ ^ 2)
          • planeConstraint₁.g := rfl
    rw [e, hv1, hn1]
    ext i
    fin_cases i <;> simp [planeConstraint₁]
  -- second correction: (1, 0) goes to (2, 1)
  have h2 : planeConstraint₂.correct 1 !₂[1, 0] = !₂[2, 1] := by
    have e : planeConstraint₂.correct 1 !₂[1, 0] = (!₂[1, 0] : Plane)
        - (1 * planeConstraint₂.violation !₂[1, 0] / ‖planeConstraint₂.g‖ ^ 2)
          • planeConstraint₂.g := rfl
    rw [e, hv2, hn2]
    ext i
    fin_cases i <;> simp [planeConstraint₂]
    norm_num
  have s1 : inner ℝ (!₂[1, 0] : Plane) (!₂[1, 2] : Plane) = 1 := by
    rw [hin]
    norm_num
  have s2 : inner ℝ (!₂[1, 1] : Plane) (!₂[1, 2] : Plane) = 3 := by
    rw [hin]
    norm_num
  refine ⟨s1, s2, ?_, ?_⟩
  · simp only [sweep]
    rw [h1, h2]
  · intro h
    have h' : inner ℝ (!₂[1, 0] : Plane) (!₂[2, 1] : Plane) = 1 := h
    rw [hin] at h'
    norm_num at h'

end

end ShakeSweeps
```

```lean
#print axioms ShakeSweeps.dist_lt_correct
#print axioms ShakeSweeps.shake_sweeps_dist_le
#print axioms ShakeSweeps.sweep_dist_eq_iff
#print axioms ShakeSweeps.sweepDefect_tendsto_zero
```

```
'ShakeSweeps.dist_lt_correct' depends on axioms: [propext, Classical.choice, Quot.sound]
'ShakeSweeps.shake_sweeps_dist_le' depends on axioms: [propext, Classical.choice, Quot.sound]
'ShakeSweeps.sweep_dist_eq_iff' depends on axioms: [propext, Classical.choice, Quot.sound]
'ShakeSweeps.sweepDefect_tendsto_zero' depends on axioms: [propext, Classical.choice, Quot.sound]
```
